# Expectation values along a spin multiplet scale as M/S for operators with [S₊,[S₋,T]] = 2T

A calculation on an open-shell molecule often gives only the component of a spin multiplet with the highest spin projection $M$, namely $M=S$. For the $z$ component of a local spin, the expectation value in another member of the multiplet is then obtained by multiplying the computed value by $M/S$. This holds for $S>0$ and for every operator $T$ with $[S_+,[S_-,T]]=2T$, a relation satisfied by the $z$ component of any operator that is a vector under spin rotations, for example the $z$-spin of the electrons in one orbital.

The ratio $M/S$ is the diagonal, rank-one part of the Wigner-Eckart theorem within a single multiplet. Matrix elements between different states and tensors of other ranks are left aside.

The states live in a complex inner product space `E` of any dimension, with the inner product linear in its second argument.

```lean
import Mathlib

open scoped InnerProductSpace
open Matrix

namespace WignerEckartLadder

noncomputable section

variable {E : Type*} [NormedAddCommGroup E] [InnerProductSpace ℂ E]
```

## Spin operators, top state and the condition on T

With $\hbar=1$, the operators satisfy

$$\langle S_-v,w\rangle=\langle v,S_+w\rangle,\qquad [S_+,S_-]=2S_z,\qquad [S_z,S_-]=-S_-.$$

In Lean they are `Sp`, `Sm` and `Sz`, linear maps defined on all of `E`, so unbounded operators with restricted domains are excluded.

```lean
/-- Spin operators: `Sm` is adjoint to `Sp`, `[Sp, Sm] = 2 Sz` and `[Sz, Sm] = -Sm`. -/
structure IsSpin (Sp Sm Sz : Module.End ℂ E) : Prop where
  adjoint : ∀ v w, ⟪Sm v, w⟫_ℂ = ⟪v, Sp w⟫_ℂ
  comm_pm : Sp * Sm - Sm * Sp = (2 : ℂ) • Sz
  comm_zm : Sz * Sm - Sm * Sz = -Sm
```

The top state $x$ satisfies $\|x\|=1$, $S_+x=0$ and $S_zx=sx$. The number $s$ is real at first and becomes $S=N/2$ later, with $N$ a natural number.

```lean
/-- A top state of spin `s`: a unit vector annihilated by `Sp`, with `Sz` eigenvalue `s`. -/
structure IsTopState (Sp Sz : Module.End ℂ E) (s : ℝ) (x : E) : Prop where
  unit : ‖x‖ = 1
  raise : Sp x = 0
  weight : Sz x = (s : ℂ) • x
```

The condition on $T$ says how it behaves under spin rotations. For $T=S_z$ one finds $[S_-,S_z]=S_-$ and then $[S_+,S_-]=2S_z$, as required. The name `IsVectorComponent` is loose: $S_+$ satisfies the relation too, with vanishing expectation values on the ladder, but $S_x=(S_++S_-)/2$ does not unless $S_-=0$. $T$ need not be Hermitian.

```lean
/-- The double commutator relation `[Sp, [Sm, T]] = 2 T`. -/
def IsVectorComponent (Sp Sm T : Module.End ℂ E) : Prop :=
  Sp * (Sm * T - T * Sm) - (Sm * T - T * Sm) * Sp = (2 : ℂ) • T
```

Write $v_k=S_-^kx$. The letter $k$ counts lowering steps, so $M=S-k$; it is not the tensor rank that textbooks often call $k$. The normalised state is $v_k/\|v_k\|$. If $v_k=0$, then `ket` is the zero vector, a case which the restriction $k\le N$ will rule out.

```lean
/-- The vector `Sm ^ k x` divided by its norm, meant for `Sm ^ k x ≠ 0`. -/
def ket (Sm : Module.End ℂ E) (x : E) (k : ℕ) : E :=
  ((‖(Sm ^ k) x‖⁻¹ : ℝ) : ℂ) • (Sm ^ k) x
```

## Going down the ladder and back

If $S_zv_k=(s-k)v_k$, the commutator gives

$$S_zv_{k+1}=S_-S_zv_k-S_-v_k=(s-k-1)v_{k+1}.$$

Induction starts from $S_zx=sx$. In the code, `module` collects the coefficients of the common vector.

```lean
variable {Sp Sm Sz T : Module.End ℂ E} {s : ℝ} {x : E}

/-- Below a top state `x` of spin `s`, `Sz` multiplies the vector `Sm ^ k x`, which may be zero, by
`s - k`. -/
theorem weight_lowered (hS : IsSpin Sp Sm Sz) (hx : IsTopState Sp Sz s x) (k : ℕ) :
    Sz ((Sm ^ k) x) = ((s : ℂ) - k) • (Sm ^ k) x := by
  induction k with
  | zero => simp [hx.weight]
  | succ k ih =>
    have h := LinearMap.congr_fun hS.comm_zm ((Sm ^ k) x)
    simp only [LinearMap.sub_apply, Module.End.mul_apply, LinearMap.neg_apply, ih,
      map_smul] at h
    rw [pow_succ', Module.End.mul_apply, sub_eq_iff_eq_add.mp h]
    push_cast
    module
```

Moving $S_+$ past one $S_-$ gives

$$S_+v_{k+1}=S_-S_+v_k+2(s-k)v_k.$$

For $k=0$ the first term vanishes and $S_+v_1=2s\,x$. If $S_+v_{k+1}=c_kv_k$ with $c_k=(k+1)(2s-k)$, the next factor is

$$c_{k+1}=c_k+2(s-k-1)=(k+2)(2s-k-1).$$

The inner statement `h` is the commutation step, and the induction adds up the factors.

```lean
/-- Raising undoes one lowering step on the ladder below a top state of spin `s`,
with the factor `(k + 1)(2s - k)`. -/
theorem raise_lowered (hS : IsSpin Sp Sm Sz) (hx : IsTopState Sp Sz s x) (k : ℕ) :
    Sp ((Sm ^ (k + 1)) x) = (((k : ℂ) + 1) * (2 * s - k)) • (Sm ^ k) x := by
  -- move the raising operator past one lowering operator
  have h : ∀ k : ℕ, Sp ((Sm ^ (k + 1)) x)
      = Sm (Sp ((Sm ^ k) x)) + (2 * ((s : ℂ) - k)) • (Sm ^ k) x := by
    intro k
    have h := LinearMap.congr_fun hS.comm_pm ((Sm ^ k) x)
    simp only [LinearMap.sub_apply, Module.End.mul_apply, LinearMap.smul_apply,
      weight_lowered hS hx k] at h
    rw [pow_succ', Module.End.mul_apply, sub_eq_iff_eq_add.mp h]
    module
  induction k with
  | zero =>
    rw [h 0, pow_zero, Module.End.one_apply, hx.raise, map_zero]
    push_cast
    module
  | succ k ih =>
    have e : Sm ((Sm ^ k) x) = (Sm ^ (k + 1)) x := by
      rw [pow_succ', Module.End.mul_apply]
    rw [h (k + 1), ih, map_smul, e]
    push_cast
    module
```

Adjointness turns this into a recursion for the squared norms $n_k=\langle v_k,v_k\rangle$:

$$n_{k+1}=\langle S_-v_k,v_{k+1}\rangle=\langle v_k,S_+v_{k+1}\rangle=c_kn_k.$$

```lean
/-- Each lowering step below a top state of spin `s` multiplies the squared norm
by `(k + 1)(2s - k)`. -/
theorem normSq_lowered (hS : IsSpin Sp Sm Sz) (hx : IsTopState Sp Sz s x) (k : ℕ) :
    ⟪(Sm ^ (k + 1)) x, (Sm ^ (k + 1)) x⟫_ℂ
      = ((k : ℂ) + 1) * (2 * s - k) * ⟪(Sm ^ k) x, (Sm ^ k) x⟫_ℂ := by
  have e : (Sm ^ (k + 1)) x = Sm ((Sm ^ k) x) := by
    rw [pow_succ', Module.End.mul_apply]
  calc ⟪(Sm ^ (k + 1)) x, (Sm ^ (k + 1)) x⟫_ℂ
      = ⟪Sm ((Sm ^ k) x), (Sm ^ (k + 1)) x⟫_ℂ := by rw [e]
    _ = _ := by rw [hS.adjoint, raise_lowered hS hx, inner_smul_right]
```

## A recursion for the expectation values

Expanding the double commutator gives

$$S_+S_-T-S_+TS_--S_-TS_++TS_-S_+=2T.$$

Take the expectation value in any vector $v$ and move the outer spin operators to the left side of the inner product:

$$\langle S_-v,TS_-v\rangle=\langle S_+S_-v,Tv\rangle+\langle v,TS_-S_+v\rangle-\langle S_+v,TS_+v\rangle-2\langle v,Tv\rangle.$$

The proof first derives the reverse adjoint relation `adj'`, then applies the operator identity to `v`, takes the inner product and rearranges.

```lean
/-- If `[Sp, [Sm, T]] = 2 T`, the `T`-expectation in a lowered vector `Sm v` is fixed by
matrix elements of `T` between `v`, `Sp v`, `Sp Sm v` and `Sm Sp v`. -/
theorem expectation_lower (hS : IsSpin Sp Sm Sz) (hT : IsVectorComponent Sp Sm T) (v : E) :
    ⟪Sm v, T (Sm v)⟫_ℂ = ⟪Sp (Sm v), T v⟫_ℂ + ⟪v, T (Sm (Sp v))⟫_ℂ
      - ⟪Sp v, T (Sp v)⟫_ℂ - 2 * ⟪v, T v⟫_ℂ := by
  have adj' : ∀ v w, ⟪Sp v, w⟫_ℂ = ⟪v, Sm w⟫_ℂ := fun v w => by
    rw [← inner_conj_symm (Sp v) w, ← hS.adjoint, inner_conj_symm]
  unfold IsVectorComponent at hT
  have h := congrArg (fun w => ⟪v, w⟫_ℂ) (LinearMap.congr_fun hT v)
  simp only [LinearMap.sub_apply, Module.End.mul_apply, LinearMap.smul_apply, map_sub,
    inner_sub_right, inner_smul_right, ← hS.adjoint, ← adj'] at h
  linear_combination (-1 : ℂ) * h
```

Let $t_k=\langle v_k,Tv_k\rangle$ and $\tau=\langle x,Tx\rangle$. Setting $v=x$ gives $t_1=(2s-2)\tau$, and setting $v=v_{k+1}$ gives

$$t_{k+2}=(c_{k+1}+c_k-2)\,t_{k+1}-c_k^2\,t_k.$$

The solution is $s\,t_k=(s-k)n_k\tau$. It holds for $k=0$, and for $k=1$ because $n_1=2s$. If it holds for $k$ and $k+1$, then $c_kn_k=n_{k+1}$ yields

$$s\,t_{k+2}=n_{k+1}\tau\,[(c_{k+1}+c_k-2)(s-k-1)-c_k(s-k)].$$

The bracket equals $c_{k+1}(s-k-1)-c_k-2(s-k-1)$. Since $c_{k+1}=c_k+2(s-k-1)$, this is $c_{k+1}(s-k-2)$, and $c_{k+1}n_{k+1}=n_{k+2}$ completes the step.

`Nat.twoStepInduction` supplies the two earlier cases as `ih0` and `ih1`. The final `linear_combination` combines them with the recursion `h` and the norm relations `n1` and `n2`.

```lean
/-- Below a top state `x` of spin `s`, an operator with `[Sp, [Sm, T]] = 2 T` obeys
`s ⟨T⟩ = (s - k) ‖Sm ^ k x‖² ⟨x, T x⟩` in the unnormalised vector `Sm ^ k x`. -/
theorem expectation_lowered (hS : IsSpin Sp Sm Sz) (hx : IsTopState Sp Sz s x)
    (hT : IsVectorComponent Sp Sm T) (k : ℕ) :
    (s : ℂ) * ⟪(Sm ^ k) x, T ((Sm ^ k) x)⟫_ℂ
      = ((s : ℂ) - k) * ⟪(Sm ^ k) x, (Sm ^ k) x⟫_ℂ * ⟪x, T x⟫_ℂ := by
  have e : ∀ k : ℕ, Sm ((Sm ^ k) x) = (Sm ^ (k + 1)) x := fun k => by
    rw [pow_succ', Module.End.mul_apply]
  induction k using Nat.twoStepInduction with
  | zero => simp [hx.unit]
  | one =>
    have h := expectation_lower hS hT x
    have r := raise_lowered hS hx 0
    have n := normSq_lowered hS hx 0
    have hxx : ⟪x, x⟫_ℂ = 1 := by
      rw [inner_self_eq_norm_sq_to_K, hx.unit]; simp
    simp only [zero_add, pow_one, pow_zero, Module.End.one_apply, Nat.cast_zero, sub_zero,
      one_mul, hxx, mul_one] at r n
    simp only [r, hx.raise, map_zero, inner_zero_right, inner_smul_left, map_mul,
      map_ofNat, Complex.conj_ofReal] at h
    rw [pow_one, n, h]
    push_cast
    ring
  | more k ih0 ih1 =>
    change (s : ℂ) * ⟪(Sm ^ (k + 1 + 1)) x, T ((Sm ^ (k + 1 + 1)) x)⟫_ℂ
      = ((s : ℂ) - ((k + 1 + 1 : ℕ) : ℂ))
        * ⟪(Sm ^ (k + 1 + 1)) x, (Sm ^ (k + 1 + 1)) x⟫_ℂ * ⟪x, T x⟫_ℂ
    -- the three-term recursion along the ladder
    have h := expectation_lower hS hT ((Sm ^ (k + 1)) x)
    rw [e (k + 1), raise_lowered hS hx (k + 1), raise_lowered hS hx k] at h
    simp only [map_smul, e k, inner_smul_left, inner_smul_right, map_mul, map_add, map_sub,
      map_natCast, map_one, map_ofNat, Complex.conj_ofReal] at h
    have n1 := normSq_lowered hS hx k
    have n2 := normSq_lowered hS hx (k + 1)
    push_cast at h n2 ih1 ⊢
    linear_combination (s : ℂ) * h
      + (((k : ℂ) + 2) * (2 * s - k - 1) + ((k : ℂ) + 1) * (2 * s - k) - 2) * ih1
      - (((k : ℂ) + 1) * (2 * s - k)) ^ 2 * ih0
      - ((s : ℂ) - k - 2) * ⟪x, T x⟫_ℂ * n2
      + ((k : ℂ) + 1) * (2 * s - k) * ((s : ℂ) - k) * ⟪x, T x⟫_ℂ * n1
```

The norm in this formula is easily forgotten. Take three electrons in three different orbitals with all spins up, so $S=3/2$, and let $T$ be the $z$-spin in the first orbital, so $\tau=1/2$. The factors $c_0,c_1,c_2$ are $3,4,3$:

| $k$ | $M$ | $n_k$ | $t_k$ | $t_k/n_k$ |
|---|---|---|---|---|
| 0 | 3/2 | 1 | 1/2 | 1/2 |
| 1 | 1/2 | 3 | 1/2 | 1/6 |
| 2 | −1/2 | 12 | −2 | −1/6 |
| 3 | −3/2 | 36 | −18 | −1/2 |

Without the division by $n_1=3$, the first lowering step would seem to leave the expectation value unchanged. A direct count agrees with $1/6$: for $M=1/2$ the spin in the first orbital is up in two of three equally weighted configurations.

## The ratio for normalised states

Now let $s=N/2$. Then $c_k=(k+1)(N-k)$ is nonzero for $k<N$. If $v_k\ne0$ but $v_{k+1}=0$, applying $S_+$ would give $0=c_kv_k$, a contradiction. Hence $v_k\ne0$ for all $k\le N$.

```lean
/-- A top state of spin `N / 2` can be lowered `k ≤ N` times without being annihilated. -/
theorem lowered_ne_zero {N : ℕ} (hS : IsSpin Sp Sm Sz)
    (hx : IsTopState Sp Sz ((N : ℝ) / 2) x) (k : ℕ) (hk : k ≤ N) : (Sm ^ k) x ≠ 0 := by
  induction k with
  | zero =>
    intro h
    have h1 := hx.unit
    rw [pow_zero, Module.End.one_apply] at h
    simp [h] at h1
  | succ k ih =>
    intro h0
    have h := raise_lowered hS hx k
    rw [h0, map_zero] at h
    rcases smul_eq_zero.mp h.symm with hc | hy
    · rcases mul_eq_zero.mp hc with h1 | h2
      · exact Nat.cast_add_one_ne_zero k h1
      · have h3 : (N : ℂ) = (k : ℂ) := by
          push_cast at h2
          linear_combination h2
        have h4 : N = k := Nat.cast_injective h3
        omega
    · exact ih (by omega) hy
```

Dividing $s\,t_k=(s-k)n_k\tau$ by $s\,n_k$ gives, for $N\ge1$ and $k\le N$,

$$\frac{\langle v_k,Tv_k\rangle}{\|v_k\|^2}=\frac{S-k}{S}\,\langle x,Tx\rangle,\qquad S=\frac N2.$$

The theorem states this for `ket Sm x k`, together with the fact that this vector has norm one. The hypothesis `hN` excludes the singlet, where the ratio would be $0/0$. In the proof, `hr` is the nonzero norm, `hq` says that the norm times its inverse is one, and the last line carries out the division.

In an application, the hypotheses on the states have to be checked. The computed top state must satisfy $S_+x=0$, which a spin-contaminated unrestricted determinant does not. If a component with lower $M$ was computed separately, the theorem applies to it when it is the state $S_-^kx$ up to a factor, and not a different spatial solution.

```lean
/-- Diagonal rank-one case of the Wigner-Eckart theorem on the spin ladder: for a top state `x` of
spin `S = N / 2 > 0`, `k ≤ 2S` and `[Sp, [Sm, T]] = 2 T`, the normalised vector `Sm ^ k x` is a unit
vector with `T`-expectation `(S - k) / S` times `⟨x, T x⟩`. -/
theorem wigner_eckart_ladder {N : ℕ} (hN : 0 < N) (hS : IsSpin Sp Sm Sz)
    (hx : IsTopState Sp Sz ((N : ℝ) / 2) x) (hT : IsVectorComponent Sp Sm T)
    {k : ℕ} (hk : k ≤ N) :
    ‖ket Sm x k‖ = 1 ∧ ⟪ket Sm x k, T (ket Sm x k)⟫_ℂ
      = ((N : ℂ) / 2 - k) / ((N : ℂ) / 2) * ⟪x, T x⟫_ℂ := by
  have hr : ‖(Sm ^ k) x‖ ≠ 0 := norm_ne_zero_iff.mpr (lowered_ne_zero hS hx k hk)
  constructor
  · rw [ket, norm_smul, Complex.norm_real, norm_inv, norm_norm, inv_mul_cancel₀ hr]
  · have hN2 : (N : ℂ) / 2 ≠ 0 :=
      div_ne_zero (Nat.cast_ne_zero.mpr hN.ne') two_ne_zero
    have hq : ((‖(Sm ^ k) x‖⁻¹ : ℝ) : ℂ) * ((‖(Sm ^ k) x‖ : ℝ) : ℂ) = 1 := by
      rw [← Complex.ofReal_mul, inv_mul_cancel₀ hr, Complex.ofReal_one]
    have hyy : ⟪(Sm ^ k) x, (Sm ^ k) x⟫_ℂ = ((‖(Sm ^ k) x‖ : ℝ) : ℂ) ^ 2 :=
      inner_self_eq_norm_sq_to_K _
    have hs : (((N : ℝ) / 2 : ℝ) : ℂ) = (N : ℂ) / 2 := by simp
    have h := expectation_lowered hS hx hT k
    rw [hyy, hs] at h
    rw [ket, map_smul, inner_smul_left, inner_smul_right, Complex.conj_ofReal,
      div_mul_eq_mul_div, eq_div_iff hN2]
    -- divide the unnormalised identity by the squared norm
    linear_combination ((‖(Sm ^ k) x‖⁻¹ : ℝ) : ℂ) ^ 2 * h
      + ((N : ℂ) / 2 - k) * ⟪x, T x⟫_ℂ
        * (((‖(Sm ^ k) x‖⁻¹ : ℝ) : ℂ) * ((‖(Sm ^ k) x‖ : ℝ) : ℂ) + 1) * hq
```

## The multiplet average

The weights $N/2-k$ cancel in pairs between the top and the bottom of the ladder. With a summation limit $M'$, which the code calls `M` and which is not a spin projection, the proof uses the partial sum

$$\sum_{k=0}^{M'}\left(\frac N2-k\right)=\frac{(M'+1)(N-M')}{2},$$

which vanishes at $M'=N$. The $N+1$ expectation values therefore sum to zero. For a Hermitian perturbation $T$ of this kind acting on a degenerate multiplet, the mean first-order energy shift is zero.

```lean
/-- If `[Sp, [Sm, T]] = 2 T`, the `T`-expectations in the `N + 1` normalised states from a top state
of spin `N / 2 > 0` down to the bottom of its ladder sum to zero. -/
theorem sum_expectation_eq_zero {N : ℕ} (hN : 0 < N) (hS : IsSpin Sp Sm Sz)
    (hx : IsTopState Sp Sz ((N : ℝ) / 2) x) (hT : IsVectorComponent Sp Sm T) :
    ∑ k ∈ Finset.range (N + 1), ⟪ket Sm x k, T (ket Sm x k)⟫_ℂ = 0 := by
  have hsum : ∀ M : ℕ, ∑ k ∈ Finset.range (M + 1), ((N : ℂ) / 2 - k)
      = ((M : ℂ) + 1) * (N - M) / 2 := by
    intro M
    induction M with
    | zero => simp
    | succ M ih =>
      rw [Finset.sum_range_succ, ih]
      push_cast
      ring
  rw [Finset.sum_congr rfl (fun k hk => (wigner_eckart_ladder hN hS hx hT
    (Nat.lt_succ_iff.mp (Finset.mem_range.mp hk))).2), ← Finset.sum_mul,
    ← Finset.sum_div, hsum N]
  simp
```

## Two spins one half in a triplet

A concrete case uses four-component vectors, on which matrices act by multiplication.

```lean
/-- The operator on four-component state vectors given by a matrix. -/
def act (A : Matrix (Fin 4) (Fin 4) ℂ) : Module.End ℂ (EuclideanSpace ℂ (Fin 4)) where
  toFun v := WithLp.toLp 2 (A *ᵥ v.ofLp)
  map_add' v w := by simp [Matrix.mulVec_add]
  map_smul' c v := by simp [Matrix.mulVec_smul]
```

In the basis uu, ud, du, dd, with u for up and d for down, take $x=\mathrm{uu}$ and let $T$ be the $z$-spin of the first particle. Then $N=2$, $S=1$ and $\langle x,Tx\rangle=1/2$, so the three triplet components have expectation values $1/2$, $0$ and $-1/2$.

The theorem below verifies the assumptions and the value $1/2$ for uu. The auxiliary identities `hmul`, `hsub`, `hneg` and `hsmul` reduce the operator relations to matrix relations, which are compared entry by entry.

```lean
/-- Two spins one half in the basis uu, ud, du, dd: the total spin operators, the `z`-spin of the
first particle as `T`, and the state uu as top state of spin `2 / 2` satisfy `IsSpin`,
`IsVectorComponent` and `IsTopState`, and `T` has expectation `1 / 2` in uu. -/
theorem two_spins_witness :
    let Sp := act !![0, 1, 1, 0; 0, 0, 0, 1; 0, 0, 0, 1; 0, 0, 0, 0]
    let Sm := act !![0, 0, 0, 0; 1, 0, 0, 0; 1, 0, 0, 0; 0, 1, 1, 0]
    let Sz := act !![1, 0, 0, 0; 0, 0, 0, 0; 0, 0, 0, 0; 0, 0, 0, -1]
    let T := act !![1/2, 0, 0, 0; 0, 1/2, 0, 0; 0, 0, -1/2, 0; 0, 0, 0, -1/2]
    let x : EuclideanSpace ℂ (Fin 4) := !₂[1, 0, 0, 0]
    IsSpin Sp Sm Sz ∧ IsVectorComponent Sp Sm T ∧
      IsTopState Sp Sz (((2 : ℕ) : ℝ) / 2) x ∧ ⟪x, T x⟫_ℂ = 1 / 2 := by
  intro Sp Sm Sz T x
  -- operator identities reduce to matrix identities
  have hmul : ∀ A B, act A * act B = act (A * B) := fun A B =>
    LinearMap.ext fun v => by simp [act, Matrix.mulVec_mulVec]
  have hsub : ∀ A B, act A - act B = act (A - B) := fun A B =>
    LinearMap.ext fun v => by simp [act, Matrix.sub_mulVec]
  have hneg : ∀ A, -act A = act (-A) := fun A =>
    LinearMap.ext fun v => by simp [act, Matrix.neg_mulVec]
  have hsmul : ∀ (c : ℂ) A, c • act A = act (c • A) := fun c A =>
    LinearMap.ext fun v => by simp [act, Matrix.smul_mulVec]
  refine ⟨⟨?_, ?_, ?_⟩, ?_, ⟨?_, ?_, ?_⟩, ?_⟩
  · intro v w
    simp [Sp, Sm, act, PiLp.inner_apply, dotProduct, Fin.sum_univ_four]
    ring
  · simp only [Sp, Sm, Sz, hmul, hsub, hsmul]
    congr 1
    ext i j
    fin_cases i <;> fin_cases j <;>
      norm_num [Matrix.mul_apply, Fin.sum_univ_four]
  · simp only [Sm, Sz, hmul, hsub, hneg]
    congr 1
    ext i j
    fin_cases i <;> fin_cases j <;>
      norm_num [Matrix.mul_apply, Fin.sum_univ_four]
  · simp only [IsVectorComponent, Sp, Sm, T, hmul, hsub, hsmul]
    congr 1
    ext i j
    fin_cases i <;> fin_cases j <;>
      norm_num [Matrix.mul_apply, Fin.sum_univ_four]
  · simp [x, EuclideanSpace.norm_eq, Fin.sum_univ_four]
  · ext i
    fin_cases i <;> simp [x, Sp, act, dotProduct, Fin.sum_univ_four]
  · ext i
    fin_cases i <;> simp [x, Sz, act, dotProduct, Fin.sum_univ_four]
  · simp [x, T, act, PiLp.inner_apply, dotProduct, Fin.sum_univ_four]

end

end WignerEckartLadder
```

```lean
#print axioms WignerEckartLadder.sum_expectation_eq_zero
```

```
'WignerEckartLadder.sum_expectation_eq_zero' depends on axioms: [propext, Classical.choice, Quot.sound]
```
